# A nonzero charge built from the plane waves \(e^{inx}\) with \(|n|\le M\) has at most \(2M\) zeros per cell and vanishes on no interval

A full-potential LAPW code that uses Weinert's method replaces the charge inside each muffin-tin sphere by a smooth pseudo-charge with the same multipole moments, and then solves Poisson's equation in reciprocal space. The pseudo-charge is the interstitial density, continued into the spheres, plus a correction that is zero outside them. The code keeps only finitely many Fourier coefficients of this correction. Unless the truncated correction is zero everywhere, it is nonzero somewhere in every open part of the interstitial region. In one dimension the cutoff then also limits the number of its zeros in a cell.

## The bound and the leaked weight

Take a cell of length \(2\pi\), an integer cutoff \(M\ge 0\) and complex coefficients \(c_n\), and set

\[
\rho(x)=\sum_{n=-M}^{M} c_n e^{inx}.
\]

If at least one retained \(c_n\) is nonzero, then \(\rho\) has at most \(2M\) distinct zeros in any half-open cell \([a,a+2\pi)\). For every \(a<b\) it is nonzero somewhere in \((a,b)\), and

\[
\int_a^b|\rho(x)|^2\,dx>0 .
\]

For \(M\ge1\) the bound is attained by \(2i\sin(Mx)\).

In a real inner product space of any dimension, let \(\rho(\mathbf r)=\sum_{\mathbf G\in S}c_{\mathbf G}e^{i\mathbf G\cdot\mathbf r}\) with a finite set \(S\) of wave vectors. If \(\rho\) is nonzero at one point, it is nonzero somewhere in every nonempty open region.

## Where a Weinert solver truncates

The solver computes the multipole moments of the true charge in each sphere and subtracts those of the continued interstitial density. It builds a smooth function inside the sphere that carries the difference, and adds its Fourier coefficients to those of the interstitial density. For \(0<|\mathbf G|\le G_{\max}\) it then sets, in Hartree atomic units,

\[
V_{\mathbf G}=\frac{4\pi\,\tilde\rho_{\mathbf G}}{|\mathbf G|^2},
\]

where \(\tilde\rho_{\mathbf G}\) are the coefficients of the pseudo-charge and \(V_{\mathbf G}\) those of the potential. The values of this potential on the sphere surfaces are the boundary data for the Poisson problem inside the spheres.

The complete Fourier series of the correction can vanish outside the spheres, but a nonzero finite part of it cannot. Unless the truncated correction is zero everywhere, the interstitial potential therefore belongs to an altered interstitial charge. Where the complete series converges to zero, the leaked charge is minus the sum of the discarded terms. Its magnitude is therefore at most the sum of the absolute values of the discarded coefficients, when that sum is finite.

## From plane waves to a polynomial

Multiply \(\rho\) by \(e^{iMx}\) and write \(z=e^{ix}\):

\[
e^{iMx}\rho(x)=\sum_{n=-M}^{M}c_n z^{\,n+M}=P(z).
\]

The exponents run from \(0\) to \(2M\), so \(P\) is an ordinary polynomial of degree at most \(2M\). Different \(n\) give different exponents, so the coefficient of \(z^{n+M}\) is exactly \(c_n\). One nonzero \(c_n\) makes \(P\) nonzero, and \(P\) then has at most \(2M\) distinct roots.

Each zero \(x\) of \(\rho\) gives a root \(e^{ix}\) of \(P\). If two zeros \(x,y\) in the same cell give the same root, then \(x-y=2\pi k\) for an integer \(k\). Since \(|x-y|<2\pi\), \(k=0\) and \(x=y\). Thus there are no more zeros in the cell than roots of \(P\).

Suppose \(\rho\) vanished throughout \((a,b)\). The part of this interval below \(a+2\pi\) would put infinitely many zeros in one cell, a contradiction. So \(\rho(x_0)\ne0\) for some \(x_0\) in \((a,b)\). By continuity \(|\rho|^2\) is positive near \(x_0\), and it is nowhere negative, so its integral is positive.

For sharpness, take \(c_M=1\), \(c_{-M}=-1\) and all other coefficients zero, with \(M\ge1\). Then

\[
\rho(x)=e^{iMx}-e^{-iMx}=2i\sin(Mx),
\]

which vanishes at the \(2M\) distinct points \(x=k\pi/M\), \(0\le k<2M\), of \([0,2\pi)\). The upper bound excludes any others. This function is purely imaginary, so it is not itself a physical charge density; dividing it by \(2i\) gives the real charge correction \(\sin(Mx)\), which has the same zeros.

In higher dimension, suppose \(\rho\) vanishes on an open region containing \(\mathbf r_0\), and let \(\mathbf r_1\) be any other point. Along the line joining them,

\[
f(t)=\rho(\mathbf r_0+t(\mathbf r_1-\mathbf r_0))
=\sum_{\mathbf G\in S}c_{\mathbf G}e^{i\mathbf G\cdot\mathbf r_0}
e^{it\,\mathbf G\cdot(\mathbf r_1-\mathbf r_0)} .
\]

This is a finite sum of exponentials, hence analytic in \(t\), and it vanishes for all small \(t\). It is therefore zero for every \(t\), and \(f(1)=\rho(\mathbf r_1)=0\). A density that vanishes on an open region vanishes everywhere.

## The Lean source

```lean
import Mathlib

open Complex (I)

namespace PseudoChargeLeakage

noncomputable section

/-- The charge in a one-dimensional cell of length `2π` built from the plane waves
`exp(inx)` with `|n| ≤ M` and Fourier coefficients `c n`. -/
def truncatedCharge (M : ℕ) (c : ℤ → ℂ) (x : ℝ) : ℂ :=
  ∑ n ∈ Finset.Icc (-(M : ℤ)) M, c n * Complex.exp (n * x * I)

/-- The ordinary polynomial in `z = exp(ix)` whose coefficients are the Fourier coefficients
of the truncated charge, shifted up by `M`. -/
def phasePolynomial (M : ℕ) (c : ℤ → ℂ) : Polynomial ℂ :=
  ∑ n ∈ Finset.Icc (-(M : ℤ)) M, Polynomial.monomial (n + M).toNat (c n)

/-- On the unit circle the phase polynomial equals the truncated charge times the phase
`exp(iMx)`. -/
theorem phasePolynomial_eval (M : ℕ) (c : ℤ → ℂ) (x : ℝ) :
    (phasePolynomial M c).eval (Complex.exp (x * I)) =
      Complex.exp (M * x * I) * truncatedCharge M c x := by
  unfold phasePolynomial truncatedCharge
  rw [Polynomial.eval_finsetSum, Finset.mul_sum]
  refine Finset.sum_congr rfl fun n hn => ?_
  rw [Finset.mem_Icc] at hn
  have h : (((n + M).toNat : ℕ) : ℂ) = n + M := by
    have h' : (((n + M).toNat : ℕ) : ℤ) = n + M := Int.toNat_of_nonneg (by omega)
    exact_mod_cast congrArg (Int.cast : ℤ → ℂ) h'
  have e : Complex.exp (((n : ℂ) + M) * (x * I)) =
      Complex.exp (M * x * I) * Complex.exp (n * x * I) := by
    rw [← Complex.exp_add]
    congr 1
    ring
  rw [Polynomial.eval_monomial, ← Complex.exp_nat_mul, h, e]
  ring

/-- The phase polynomial has degree at most `2M`. -/
theorem phasePolynomial_natDegree_le (M : ℕ) (c : ℤ → ℂ) :
    (phasePolynomial M c).natDegree ≤ 2 * M := by
  unfold phasePolynomial
  refine Polynomial.natDegree_sum_le_of_forall_le _ _ fun n hn => ?_
  rw [Finset.mem_Icc] at hn
  exact (Polynomial.natDegree_monomial_le _).trans (by omega)

/-- If some retained Fourier coefficient is nonzero, the phase polynomial is nonzero. -/
theorem phasePolynomial_ne_zero (M : ℕ) (c : ℤ → ℂ)
    (hc : ∃ n ∈ Finset.Icc (-(M : ℤ)) M, c n ≠ 0) : phasePolynomial M c ≠ 0 := by
  obtain ⟨n, hn, hcn⟩ := hc
  have hn' := Finset.mem_Icc.1 hn
  -- the coefficient of degree `n + M` is exactly `c n`
  have hcoeff : (phasePolynomial M c).coeff (n + M).toNat = c n := by
    unfold phasePolynomial
    rw [Polynomial.finsetSum_coeff, Finset.sum_eq_single n]
    · rw [Polynomial.coeff_monomial, if_pos rfl]
    · intro m hm hmn
      have hm' := Finset.mem_Icc.1 hm
      rw [Polynomial.coeff_monomial, if_neg]
      omega
    · intro h
      exact absurd hn h
  intro h0
  rw [h0, Polynomial.coeff_zero] at hcoeff
  exact hcn hcoeff.symm

/-- A truncated charge with some nonzero retained Fourier coefficient has at most `2M` zeros
in any half-open cell of length `2π`. -/
theorem truncatedCharge_zeros (M : ℕ) (c : ℤ → ℂ)
    (hc : ∃ n ∈ Finset.Icc (-(M : ℤ)) M, c n ≠ 0) (a : ℝ) :
    {x | x ∈ Set.Ico a (a + 2 * Real.pi) ∧ truncatedCharge M c x = 0}.Finite ∧
    {x | x ∈ Set.Ico a (a + 2 * Real.pi) ∧ truncatedCharge M c x = 0}.ncard ≤ 2 * M := by
  set Z := {x | x ∈ Set.Ico a (a + 2 * Real.pi) ∧ truncatedCharge M c x = 0} with hZ
  have hP := phasePolynomial_ne_zero M c hc
  -- zeros of the charge go to roots of the polynomial
  have hmaps : ∀ x ∈ Z, Complex.exp ((x : ℂ) * I) ∈
      ((phasePolynomial M c).roots.toFinset : Set ℂ) := by
    intro x hx
    rw [Finset.mem_coe, Multiset.mem_toFinset, Polynomial.mem_roots hP, Polynomial.IsRoot.def,
      phasePolynomial_eval, hx.2, mul_zero]
  -- within one cell the phase determines the position
  have hinj : Set.InjOn (fun x : ℝ => Complex.exp ((x : ℂ) * I)) Z := by
    intro x hx y hy hxy
    obtain ⟨k, hk⟩ := Complex.exp_eq_exp_iff_exists_int.1 hxy
    have hk' : x = y + k * (2 * Real.pi) := by
      have := congrArg Complex.im hk
      simpa using this
    have hx1 := hx.1.1
    have hx2 := hx.1.2
    have hy1 := hy.1.1
    have hy2 := hy.1.2
    have h1 : (k : ℝ) < 1 := by
      by_contra h
      nlinarith [Real.pi_pos]
    have h2 : (-1 : ℝ) < k := by
      by_contra h
      nlinarith [Real.pi_pos]
    have h1' : k < 1 := by exact_mod_cast h1
    have h2' : -1 < k := by exact_mod_cast h2
    have h0 : k = 0 := by omega
    simpa [h0] using hk'
  refine ⟨Set.Finite.of_injOn hmaps hinj (Finset.finite_toSet _), ?_⟩
  have hcard := Set.ncard_le_ncard_of_injOn _ hmaps hinj (Finset.finite_toSet _)
  rw [Set.ncard_coe_finset] at hcard
  exact hcard.trans ((Multiset.toFinset_card_le _).trans
    ((Polynomial.card_roots' _).trans (phasePolynomial_natDegree_le M c)))

/-- A truncated charge with some nonzero retained Fourier coefficient is nonzero somewhere in
every interval `a < x < b`. -/
theorem truncatedCharge_leaks (M : ℕ) (c : ℤ → ℂ)
    (hc : ∃ n ∈ Finset.Icc (-(M : ℤ)) M, c n ≠ 0) {a b : ℝ} (hab : a < b) :
    ∃ x ∈ Set.Ioo a b, truncatedCharge M c x ≠ 0 := by
  by_contra! h
  have hlt : a < min b (a + 2 * Real.pi) := lt_min hab (by linarith [Real.pi_pos])
  -- otherwise infinitely many zeros would lie in one cell
  exact Set.Ioo_infinite hlt ((truncatedCharge_zeros M c hc a).1.subset fun x hx =>
    ⟨⟨hx.1.le, lt_of_lt_of_le hx.2 (min_le_right _ _)⟩,
      h x ⟨hx.1, lt_of_lt_of_le hx.2 (min_le_left _ _)⟩⟩)

/-- The integral of `|ρ|²` over any interval with `a < b` is strictly positive for a truncated
charge `ρ` with some nonzero retained Fourier coefficient. -/
theorem leaked_weight_pos (M : ℕ) (c : ℤ → ℂ)
    (hc : ∃ n ∈ Finset.Icc (-(M : ℤ)) M, c n ≠ 0) {a b : ℝ} (hab : a < b) :
    0 < ∫ x in a..b, ‖truncatedCharge M c x‖ ^ 2 := by
  have hcont : Continuous (fun x => truncatedCharge M c x) := by
    unfold truncatedCharge
    fun_prop
  obtain ⟨x, hx, hne⟩ := truncatedCharge_leaks M c hc hab
  exact intervalIntegral.integral_pos hab (hcont.norm.pow 2).continuousOn
    (fun _ _ => by positivity) ⟨x, Set.Ioo_subset_Icc_self hx, by positivity⟩

/-- Fourier coefficients `1` at `n = M` and `-1` at `n = -M`, which cancel if `M = 0`. -/
def sineCoeff (M : ℕ) (n : ℤ) : ℂ :=
  (if n = (M : ℤ) then 1 else 0) - (if n = -(M : ℤ) then 1 else 0)

/-- With the coefficients `sineCoeff M`, the truncated sum is the standing wave `2i sin(Mx)`, whose
values are purely imaginary. -/
theorem truncatedCharge_sineCoeff (M : ℕ) (x : ℝ) :
    truncatedCharge M (sineCoeff M) x = 2 * I * Complex.sin (M * x) := by
  have h1 : (M : ℤ) ∈ Finset.Icc (-(M : ℤ)) M := Finset.mem_Icc.2 ⟨by omega, by omega⟩
  have h2 : -(M : ℤ) ∈ Finset.Icc (-(M : ℤ)) M := Finset.mem_Icc.2 ⟨by omega, by omega⟩
  unfold truncatedCharge sineCoeff
  simp only [sub_mul, ite_mul, one_mul, zero_mul, Finset.sum_sub_distrib, Finset.sum_ite_eq']
  rw [if_pos h1, if_pos h2]
  push_cast
  rw [Complex.sin, show -(M : ℂ) * x * I = -((M : ℂ) * x) * I by ring]
  linear_combination
    (Complex.exp ((M : ℂ) * x * I) - Complex.exp (-((M : ℂ) * x) * I)) * Complex.I_sq

/-- The bound is sharp: for `M ≥ 1` the standing wave `2i sin(Mx)` has exactly `2M` zeros in
`[0, 2π)`. -/
theorem zero_bound_sharp (M : ℕ) (hM : 0 < M) :
    {x | x ∈ Set.Ico 0 (2 * Real.pi) ∧
      truncatedCharge M (sineCoeff M) x = 0}.ncard = 2 * M := by
  have hc : ∃ n ∈ Finset.Icc (-(M : ℤ)) M, sineCoeff M n ≠ 0 := by
    refine ⟨M, Finset.mem_Icc.2 ⟨by omega, le_rfl⟩, ?_⟩
    have hne : ¬ ((M : ℤ) = -(M : ℤ)) := by omega
    rw [sineCoeff, if_pos rfl, if_neg hne]
    norm_num
  have hz := truncatedCharge_zeros M (sineCoeff M) hc 0
  rw [zero_add] at hz
  have hMr : (0 : ℝ) < M := by exact_mod_cast hM
  have hMc : (M : ℂ) ≠ 0 := by exact_mod_cast hM.ne'
  refine le_antisymm hz.2 ?_
  -- the nodes `kπ/M` with `k < 2M` are distinct zeros
  have hcard := Set.ncard_le_ncard_of_injOn (s := (Finset.range (2 * M) : Set ℕ))
    (fun k : ℕ => (k : ℝ) * Real.pi / M) (fun k hk => by
      have hk' : (k : ℝ) < 2 * M := by
        exact_mod_cast Finset.mem_range.1 (Finset.mem_coe.1 hk)
      refine ⟨⟨by positivity, ?_⟩, ?_⟩
      · rw [div_lt_iff₀ hMr]
        nlinarith [Real.pi_pos]
      · have e : (M : ℂ) * (((k : ℝ) * Real.pi / M : ℝ) : ℂ) =
            (((k : ℝ) * Real.pi : ℝ) : ℂ) := by
          push_cast
          field_simp
        rw [truncatedCharge_sineCoeff, e, ← Complex.ofReal_sin, Real.sin_nat_mul_pi,
          Complex.ofReal_zero, mul_zero]) (fun k _ j _ h => by
      have h' : (k : ℝ) * Real.pi / M = (j : ℝ) * Real.pi / M := h
      have h'' := mul_right_cancel₀ Real.pi_ne_zero ((div_left_inj' hMr.ne').1 h')
      exact_mod_cast h'') hz.1
  rwa [Set.ncard_coe_finset, Finset.card_range] at hcard

variable {E : Type*} [NormedAddCommGroup E] [InnerProductSpace ℝ E]

/-- A density in a space of any dimension, built from the plane waves `exp(iG·r)` with `G` in a
finite set `S` of wave vectors. -/
def planeWaveDensity (S : Finset E) (c : E → ℂ) (r : E) : ℂ :=
  ∑ G ∈ S, c G * Complex.exp (((inner ℝ G r : ℝ) : ℂ) * I)

/-- A finite plane-wave density that is nonzero at some point is nonzero somewhere in every
nonempty open region. -/
theorem planeWaveDensity_leaks (S : Finset E) (c : E → ℂ)
    (hρ : ∃ r, planeWaveDensity S c r ≠ 0) {U : Set E} (hU : IsOpen U) (hne : U.Nonempty) :
    ∃ r ∈ U, planeWaveDensity S c r ≠ 0 := by
  have hE : ∀ z : ℂ, AnalyticAt ℝ Complex.exp z := fun z =>
    (Complex.differentiable_exp.analyticAt z).restrictScalars
  -- the density is real-analytic
  have hA : AnalyticOnNhd ℝ (planeWaveDensity S c) Set.univ := by
    intro r _
    have h : AnalyticAt ℝ (fun r : E =>
        ∑ G ∈ S, c G * Complex.exp (((inner ℝ G r : ℝ) : ℂ) * I)) r := by
      refine Finset.analyticAt_fun_sum _ fun G _ => ?_
      have hL : AnalyticAt ℝ (fun r : E => ((inner ℝ G r : ℝ) : ℂ) * I) r :=
        ((Complex.ofRealCLM.comp (innerSL ℝ G)).analyticAt r).mul analyticAt_const
      exact analyticAt_const.mul ((hE _).comp hL)
    exact h
  have h0 : AnalyticOnNhd ℝ (fun _ : E => (0 : ℂ)) Set.univ := fun _ _ => analyticAt_const
  by_contra! h
  obtain ⟨r₀, hr₀⟩ := hne
  obtain ⟨r₁, hr₁⟩ := hρ
  -- vanishing near one point would force vanishing everywhere
  have hzero : planeWaveDensity S c = fun _ => 0 :=
    hA.eq_of_eventuallyEq h0 (Filter.mem_of_superset (hU.mem_nhds hr₀) h)
  exact hr₁ (congrFun hzero r₁)

end

end PseudoChargeLeakage
```

```lean
#print axioms PseudoChargeLeakage.truncatedCharge_zeros
-- 'PseudoChargeLeakage.truncatedCharge_zeros' depends on axioms: [propext, Classical.choice, Quot.sound]
#print axioms PseudoChargeLeakage.leaked_weight_pos
-- 'PseudoChargeLeakage.leaked_weight_pos' depends on axioms: [propext, Classical.choice, Quot.sound]
#print axioms PseudoChargeLeakage.zero_bound_sharp
-- 'PseudoChargeLeakage.zero_bound_sharp' depends on axioms: [propext, Classical.choice, Quot.sound]
#print axioms PseudoChargeLeakage.planeWaveDensity_leaks
-- 'PseudoChargeLeakage.planeWaveDensity_leaks' depends on axioms: [propext, Classical.choice, Quot.sound]
```

## The theorems in physical terms

`truncatedCharge M c x` is \(\rho(x)\). The function `c : ℤ → ℂ` assigns a coefficient to every integer, but only those in `Finset.Icc (-(M : ℤ)) M` enter the sum. The hypothesis `hc` says that one of these is nonzero; if all were zero, \(\rho\) would vanish identically. The coefficients need not satisfy the reality condition \(c_{-n}=\overline{c_n}\), so real charges are a special case.

`truncatedCharge_zeros` states both that the zero set in a cell is finite and that it has at most \(2M\) elements. The first part is needed because `ncard` assigns \(0\) to an infinite set. Zeros are counted without multiplicity. `truncatedCharge_leaks` gives a nonzero value in the open interval, `leaked_weight_pos` gives the positive integral, and `zero_bound_sharp` gives the exact count for the standing wave.

`planeWaveDensity S c r` is the density for wave vectors in the finite set `S`, with `inner ℝ G r` for \(\mathbf G\cdot\mathbf r\). No lattice is imposed on `S`. In `planeWaveDensity_leaks`, the hypothesis `hρ` asks for a point where the density is nonzero, rather than for a nonzero coefficient. For reciprocal-lattice vectors, a nonzero \(c_{\mathbf G}\) supplies such a point, because projecting \(\rho\) onto that plane wave over the cell returns \(c_{\mathbf G}\).

## How the lemmas divide the argument

`phasePolynomial` is \(P\). `phasePolynomial_eval` proves \(P(e^{ix})=e^{iMx}\rho(x)\) term by term; `toNat` turns the nonnegative integer \(n+M\) into a polynomial exponent. `phasePolynomial_natDegree_le` bounds the degree, and `phasePolynomial_ne_zero` isolates the coefficient \(c_n\) with `Finset.sum_eq_single`.

In `truncatedCharge_zeros`, `hmaps` sends zeros to roots and `hinj` shows that no two zeros in the cell share a root. The integer \(k\) comes from `Complex.exp_eq_exp_iff_exists_int`, and the two `nlinarith` steps confine it to \(-1<k<1\). The cardinality lemmas then compare zeros, roots and degree.

`truncatedCharge_leaks` contradicts this finiteness with `Set.Ioo_infinite`. `leaked_weight_pos` combines continuity, nonnegativity and the nonzero point through `intervalIntegral.integral_pos`. `truncatedCharge_sineCoeff` identifies the standing wave, and `zero_bound_sharp` maps the integers \(k<2M\) injectively to its zeros.

`planeWaveDensity_leaks` establishes real-analyticity from the linear phase and the exponential. It then applies the identity theorem, `eq_of_eventuallyEq`, directly in the whole space, where the derivation above used a line.

## What remains between these sums and a muffin-tin calculation

The step left to the user is to identify `c` with the retained Fourier coefficients of an actual sphere correction, and to know that their sum is not identically zero. Spheres, multipole moments and Poisson's equation do not appear in the theorems.

The results say that a leak exists, without a lower bound on its size: scaling all coefficients down makes it as small as desired. The positive integral concerns \(|\rho|^2\), so the net leaked charge \(\int\rho\) may still be zero through cancellation. It is also stated only in one dimension; the higher-dimensional theorem gives a point where the density is nonzero, with neither a count of zeros nor an integral.
